# Coupling two completely filled fragments leaves their total non-interacting band energy unchanged

Two finite fragments of non-interacting particles have Hermitian Hamiltonians `A` and `B`, and are joined by an arbitrary off-diagonal coupling `C` and its adjoint. The band energy is the sum of the lowest eigenvalues, with one particle to each level. `bandEnergy_coupled_full` states that when every level is filled, the band energy of the coupled system is the sum of the band energies of the separate fragments, whatever `C` is. The attempt turns each full-band energy into the real part of a trace by `bandEnergy_full`, and then tries to split the trace of the block matrix into those of `A` and `B`.

An attempt in Lean 4 with a fault in it:

```lean
import Mathlib

open Matrix

namespace BandEnergyCoupledFull

noncomputable section

variable {m n : Type*} [Fintype m] [DecidableEq m] [Fintype n] [DecidableEq n]

/-- The least total energy of `k` distinct levels chosen from the list `e`,
for `k` at most the number of levels. -/
def lowestSum (e : n → ℝ) (k : ℕ) : ℝ :=
  ⨅ s : {s : Finset n // s.card = k}, ∑ i ∈ s.1, e i

/-- The band energy of a Hermitian matrix: the sum of its `k` lowest eigenvalues, counted with
multiplicity, for `k` at most the dimension. -/
def bandEnergy {H : Matrix n n ℂ} (hH : H.IsHermitian) (k : ℕ) : ℝ :=
  lowestSum hH.eigenvalues k

/-- Aufbau principle: for `k` at most the number of levels, the least energy is reached by a set
of `k` levels none of which lies above a level left empty. -/
theorem aufbau (e : n → ℝ) {k : ℕ} (hk : k ≤ Fintype.card n) :
    ∃ s : Finset n, s.card = k ∧ lowestSum e k = ∑ i ∈ s, e i ∧
      ∀ i ∈ s, ∀ j ∉ s, e i ≤ e j := by
  obtain ⟨s0, -, hs0⟩ := Finset.exists_subset_card_eq
    (s := (Finset.univ : Finset n)) (n := k) (by simpa using hk)
  have : Nonempty {s : Finset n // s.card = k} := ⟨⟨s0, hs0⟩⟩
  obtain ⟨⟨s, hs⟩, hmin⟩ := exists_eq_ciInf_of_finite
    (f := fun s : {s : Finset n // s.card = k} => ∑ i ∈ s.1, e i)
  refine ⟨s, hs, hmin.symm, fun i hi j hj => ?_⟩
  -- moving one particle from level i to level j cannot lower the energy
  have hj' : j ∉ s.erase i := fun h => hj (Finset.mem_of_mem_erase h)
  have hc : (insert j (s.erase i)).card = k := by
    rw [Finset.card_insert_of_notMem hj', Finset.card_erase_add_one hi, hs]
  have hle : ∑ x ∈ s, e x ≤ ∑ x ∈ insert j (s.erase i), e x :=
    hmin.trans_le (ciInf_le (Set.finite_range
      (fun s : {s : Finset n // s.card = k} => ∑ i ∈ s.1, e i)).bddBelow ⟨_, hc⟩)
  rw [Finset.sum_insert hj'] at hle
  have := Finset.add_sum_erase s e hi
  linarith

omit [Fintype m] [DecidableEq m] [Fintype n] [DecidableEq n] in
/-- Two Hermitian fragments joined by a coupling `C` and its adjoint form a Hermitian matrix. -/
theorem coupled {A : Matrix m m ℂ} {B : Matrix n n ℂ} (hA : A.IsHermitian)
    (hB : B.IsHermitian) (C : Matrix m n ℂ) : (fromBlocks A C Cᴴ B).IsHermitian :=
  Matrix.IsHermitian.fromBlocks hA rfl hB

/-- The band energy of a completely filled band is the trace of the Hamiltonian. -/
theorem bandEnergy_full {H : Matrix n n ℂ} (hH : H.IsHermitian) :
    bandEnergy hH (Fintype.card n) = H.trace.re := by
  obtain ⟨s, hs, hE, -⟩ := aufbau hH.eigenvalues le_rfl
  rw [(Finset.card_eq_iff_eq_univ s).1 hs] at hE
  rw [bandEnergy, hE, hH.trace_eq_sum_eigenvalues]
  simp

/-- At complete filling the band energy of the coupled system equals the sum of the fragment
band energies, whatever the coupling. -/
theorem bandEnergy_coupled_full {A : Matrix m m ℂ} {B : Matrix n n ℂ} (hA : A.IsHermitian)
    (hB : B.IsHermitian) (C : Matrix m n ℂ) :
    bandEnergy (coupled hA hB C) (Fintype.card m + Fintype.card n)
      = bandEnergy hA (Fintype.card m) + bandEnergy hB (Fintype.card n) := by
  rw [← Fintype.card_sum, bandEnergy_full, bandEnergy_full, bandEnergy_full,
    Matrix.trace_fromBlocks, Complex.add_re]

end

end BandEnergyCoupledFull
```

Messages:

```
Main.lean:64:4: error(lean.unknownIdentifier): Unknown constant `Matrix.trace_fromBlocks`
Main.lean:62:75: error: unsolved goals
m : Type u_1
n : Type u_2
inst✝³ : Fintype m
inst✝² : DecidableEq m
inst✝¹ : Fintype n
inst✝ : DecidableEq n
A : Matrix m m ℂ
B : Matrix n n ℂ
hA : A.IsHermitian
hB : B.IsHermitian
C : Matrix m n ℂ
⊢ (fromBlocks A C Cᴴ B).trace.re = A.trace.re + B.trace.re
```

The first message says that Lean knows no constant called `Matrix.trace_fromBlocks`, so the rewrite meant to split the trace has no lemma to use. The second message shows what is left to prove as a result: the real part of the block matrix's trace must equal the sum of the real parts of the traces of `A` and `B`. The earlier rewrites, by `Fintype.card_sum` and `bandEnergy_full`, had therefore worked, and the repair keeps them.

The repair drops the missing name and proves the remaining equation with `simp`. Unfolding `Matrix.trace` gives a sum of diagonal entries over the combined index type `m ⊕ n`, and `Fintype.sum_sum_type` splits it into a sum over `m` and a sum over `n`. The diagonal entries there are those of `A` and `B`, so `C` does not appear. `simp` also distributes the real part over the addition, so `Complex.add_re` need not be named.

The repair, with which the file compiles:

```diff
@@ -61,6 +61,6 @@
     bandEnergy (coupled hA hB C) (Fintype.card m + Fintype.card n)
       = bandEnergy hA (Fintype.card m) + bandEnergy hB (Fintype.card n) := by
-  rw [← Fintype.card_sum, bandEnergy_full, bandEnergy_full, bandEnergy_full,
-    Matrix.trace_fromBlocks, Complex.add_re]
+  rw [← Fintype.card_sum, bandEnergy_full, bandEnergy_full, bandEnergy_full]
+  simp [Matrix.trace, Fintype.sum_sum_type]
 
 end
```
